# The exact error of Lagrange interpolation for the resolvent of a fixed Hamiltonian

Take one node $E_0$ and write $G(z)=(H-z)^{-1}$. Interpolation through one point is the constant $G(E_0)$, and its error is

$$G(z)-G(E_0)=G(E_0)\big[(H-E_0)-(H-z)\big]G(z)=(z-E_0)\,G(E_0)\,G(z).$$

The error is a scalar that vanishes at the node, times a product of Green functions. For distinct nodes $E_0,\dots,E_N$, with $H-z$ and every $H-E_n$ invertible, the same structure persists:

$$G(z)-\sum_{n=0}^N l_n(z)\,G(E_n)=\prod_{n=0}^N(z-E_n)\;G(E_0)\cdots G(E_N)\,G(z).$$

NMTO methods build energy-independent orbitals from solutions on an energy mesh. The identity here concerns only the resolvent of an energy-independent $H$. The kink matrix inverted in NMTO theory depends on energy in a more general way, and the interpolation error of its inverse is in general not given by this formula.

## Green functions, nodes and weights

$H$ is an element of a complex algebra $A$ with unit, which may be noncommutative: matrices, for instance, or bounded operators. An unbounded Hamiltonian defined only on a dense domain of a Hilbert space is not directly covered, since it does not map the whole space to itself.

```lean
import Mathlib

open Finset

namespace NMTOInterpolation

noncomputable section

variable {A : Type*} [Ring A] [Algebra ℂ A]
```

The number $z$ enters $A$ as $z$ times the unit, written `algebraMap ℂ A z`. The sign convention is $(H-z)^{-1}$, not $(z-H)^{-1}$.

```lean
/-- The Green function `G(z) = (H - z)⁻¹`, meaningful where `H - z` is invertible. -/
def green (H : A) (z : ℂ) : A := Ring.inverse (H - algebraMap ℂ A z)
```

The product $G(E_0)\cdots G(E_N)$ is built from left to right. The nodes form a sequence `E : ℕ → ℂ`, of which only the entries up to $N$ matter; they may be complex.

```lean
/-- The ordered product `G(E_0) G(E_1) ... G(E_N)` of Green functions at the nodes. -/
def greenProd (H : A) (E : ℕ → ℂ) : ℕ → A
  | 0 => green H (E 0)
  | N + 1 => greenProd H E N * green H (E (N + 1))
```

Three scalars are needed. The first is the node polynomial $P_N(z)=\prod_{n=0}^N(z-E_n)$.

```lean
/-- The node polynomial `(z - E_0) ... (z - E_N)`. -/
def nodePoly (E : ℕ → ℂ) (N : ℕ) (z : ℂ) : ℂ := ∏ n ∈ range (N + 1), (z - E n)
```

The second is the Lagrange polynomial $l_n(z)=\prod_{m\ne n}(z-E_m)/(E_n-E_m)$.

```lean
/-- The Lagrange polynomial `l_n(z)`, the product of `(z - E_m) / (E_n - E_m)` over the
other nodes, for distinct nodes `E_0, ..., E_N`. -/
def lagrange (E : ℕ → ℂ) (N n : ℕ) (z : ℂ) : ℂ :=
  ∏ m ∈ (range (N + 1)).erase n, (z - E m) / (E n - E m)
```

The third is the divided-difference weight $w_n=\prod_{m\ne n}(E_n-E_m)^{-1}$. For $N=0$ both products are empty, so $l_0=w_0=1$.

```lean
/-- The divided-difference weight of node `n`, the product of `1 / (E_n - E_m)` over the
other nodes, for distinct nodes `E_0, ..., E_N`. -/
def nodeWeight (E : ℕ → ℂ) (N n : ℕ) : ℂ :=
  ∏ m ∈ (range (N + 1)).erase n, (E n - E m)⁻¹
```

## From one node to many

The opening calculation works for any two energies $z,w$ at which $H-z$ and $H-w$ are invertible:

$$G(z)-G(w)=(z-w)\,G(w)\,G(z).$$

The `calc` block inserts the two unit factors and cancels $H$, as above.

```lean
/-- Resolvent identity: `G(z) - G(w) = (z - w) G(w) G(z)` when `H - z` and `H - w` are
invertible. -/
theorem green_sub_green {H : A} {z w : ℂ} (hz : IsUnit (H - algebraMap ℂ A z))
    (hw : IsUnit (H - algebraMap ℂ A w)) :
    green H z - green H w = (z - w) • (green H w * green H z) := by
  have h1 : green H w * (H - algebraMap ℂ A w) = 1 := Ring.inverse_mul_cancel _ hw
  have h2 : (H - algebraMap ℂ A z) * green H z = 1 := Ring.mul_inverse_cancel _ hz
  calc green H z - green H w
      = green H w * (H - algebraMap ℂ A w) * green H z
        - green H w * ((H - algebraMap ℂ A z) * green H z) := by
        rw [h1, h2, one_mul, mul_one]
    _ = green H w * (algebraMap ℂ A z - algebraMap ℂ A w) * green H z := by noncomm_ring
    _ = (z - w) • (green H w * green H z) := by
        rw [← map_sub, ← Algebra.commutes, mul_assoc, ← Algebra.smul_def]
```

The polynomial $\sum_n l_n-1$ has degree at most $N$ and vanishes at $N+1$ distinct nodes, so it is zero. Lean evaluates Mathlib's polynomial version at $z$. The hypothesis `hE` says that the nodes are distinct.

```lean
/-- The Lagrange polynomials of distinct nodes sum to one at every energy. -/
theorem sum_lagrange {E : ℕ → ℂ} {N : ℕ}
    (hE : ∀ m ≤ N, ∀ n ≤ N, E m = E n → m = n) (z : ℂ) :
    ∑ n ∈ range (N + 1), lagrange E N n z = 1 := by
  have hinj : Set.InjOn E (range (N + 1) : Finset ℕ) := by
    intro m hm n hn h
    have hm' := Finset.mem_range.mp (Finset.mem_coe.mp hm)
    have hn' := Finset.mem_range.mp (Finset.mem_coe.mp hn)
    exact hE m (by omega) n (by omega) h
  have h := congrArg (Polynomial.eval z) (Lagrange.sum_basis hinj ⟨0, by simp⟩)
  rw [Polynomial.eval_finsetSum, Polynomial.eval_one] at h
  refine Eq.trans (Finset.sum_congr rfl fun n _ => ?_) h
  rw [lagrange, Lagrange.basis, Polynomial.eval_prod]
  refine Finset.prod_congr rfl fun m _ => ?_
  simp only [Lagrange.basisDivisor, Polynomial.eval_mul, Polynomial.eval_C,
    Polynomial.eval_sub, Polynomial.eval_X]
  rw [div_eq_mul_inv, mul_comm]
```

Separating the factor $z-E_n$ from $P_N(z)$ gives $P_N(z)\,w_n=(z-E_n)\,l_n(z)$.

```lean
/-- The node polynomial times the weight of node `n` is `(z - E_n) l_n(z)`. -/
theorem nodePoly_mul_nodeWeight (E : ℕ → ℂ) {N n : ℕ} (hn : n ∈ range (N + 1)) (z : ℂ) :
    nodePoly E N z * nodeWeight E N n = (z - E n) * lagrange E N n z := by
  rw [nodePoly, ← Finset.mul_prod_erase _ _ hn, nodeWeight, lagrange]
  simp only [div_eq_mul_inv, Finset.prod_mul_distrib]
  ring
```

Now apply the resolvent identity at each node and sum:

$$P_N(z)\sum_n w_nG(E_n)G(z)=\sum_n l_n(z)\,[G(z)-G(E_n)]=G(z)-\sum_n l_n(z)\,G(E_n).$$

The middle expression is `hterm`; the last step uses $\sum_n l_n=1$.

```lean
/-- For distinct nodes and invertible `H - z`, `H - E_n`, the interpolation error of the Green
function is the node polynomial times the weighted sum of the `G(E_n)` times `G(z)`. -/
theorem weighted_sum_mul_green {H : A} {E : ℕ → ℂ} {N : ℕ} {z : ℂ}
    (hE : ∀ m ≤ N, ∀ n ≤ N, E m = E n → m = n)
    (hG : ∀ n ≤ N, IsUnit (H - algebraMap ℂ A (E n)))
    (hz : IsUnit (H - algebraMap ℂ A z)) :
    nodePoly E N z •
        ((∑ n ∈ range (N + 1), nodeWeight E N n • green H (E n)) * green H z)
      = green H z - ∑ n ∈ range (N + 1), lagrange E N n z • green H (E n) := by
  -- the resolvent identity, node by node
  have hterm : ∀ n ∈ range (N + 1),
      nodePoly E N z • (nodeWeight E N n • green H (E n) * green H z)
        = lagrange E N n z • green H z - lagrange E N n z • green H (E n) := by
    intro n hn
    have hn' := Finset.mem_range.mp hn
    rw [← smul_sub, green_sub_green hz (hG n (by omega)), smul_mul_assoc, smul_smul,
      smul_smul, nodePoly_mul_nodeWeight E hn, mul_comm (z - E n)]
  rw [Finset.sum_mul, Finset.smul_sum, Finset.sum_congr rfl hterm,
    Finset.sum_sub_distrib, ← Finset.sum_smul, sum_lagrange hE, one_smul]
```

It remains to show that $\sum_n w_nG(E_n)=G(E_0)\cdots G(E_N)$. For $N=0$ this is immediate. Assume it for $N$, and set $x=E_{N+1}$, so that $P_N(x)\neq0$. The previous identity at $z=x$ gives

$$G(E_0)\cdots G(E_N)\,G(x)=\frac{1}{P_N(x)}\Big[G(x)-\sum_{n=0}^N l_n(x)\,G(E_n)\Big].$$

These coefficients are the weights for $N+1$. The new node has weight $1/P_N(x)$ (`hlast`), and each old one has $w_n/(E_n-x)=-l_n(x)/P_N(x)$ (`hold`).

```lean
/-- Partial fractions: for distinct nodes with every `H - E_n` invertible, the product of the
Green functions at the nodes is their sum with the divided-difference weights. -/
theorem greenProd_eq_sum {H : A} {E : ℕ → ℂ} {N : ℕ}
    (hE : ∀ m ≤ N, ∀ n ≤ N, E m = E n → m = n)
    (hG : ∀ n ≤ N, IsUnit (H - algebraMap ℂ A (E n))) :
    greenProd H E N = ∑ n ∈ range (N + 1), nodeWeight E N n • green H (E n) := by
  induction N with
  | zero => simp [greenProd, nodeWeight]
  | succ N ih =>
    have hE' : ∀ m ≤ N, ∀ n ≤ N, E m = E n → m = n :=
      fun m hm n hn => hE m (by omega) n (by omega)
    have hG' : ∀ n ≤ N, IsUnit (H - algebraMap ℂ A (E n)) := fun n hn => hG n (by omega)
    have hne : ∀ n ∈ range (N + 1), E (N + 1) - E n ≠ 0 := by
      intro n hn h
      have hn' := Finset.mem_range.mp hn
      have := hE (N + 1) le_rfl n (by omega) (sub_eq_zero.mp h)
      omega
    have hP : nodePoly E N (E (N + 1)) ≠ 0 := Finset.prod_ne_zero_iff.mpr hne
    -- how the weights change when the node `N + 1` is added
    have hlast : nodeWeight E (N + 1) (N + 1) = (nodePoly E N (E (N + 1)))⁻¹ := by
      have hs : (range (N + 1 + 1)).erase (N + 1) = range (N + 1) := by
        ext m
        simp only [Finset.mem_erase, Finset.mem_range]
        omega
      rw [nodeWeight, hs, Finset.prod_inv_distrib, nodePoly]
    have hold : ∀ n ∈ range (N + 1), nodeWeight E (N + 1) n
        = -((nodePoly E N (E (N + 1)))⁻¹ * lagrange E N n (E (N + 1))) := by
      intro n hn
      have hn' := Finset.mem_range.mp hn
      have hs : (range (N + 1 + 1)).erase n = insert (N + 1) ((range (N + 1)).erase n) := by
        ext m
        simp only [Finset.mem_erase, Finset.mem_range, Finset.mem_insert]
        omega
      have hw : nodeWeight E N n = (nodePoly E N (E (N + 1)))⁻¹
          * ((E (N + 1) - E n) * lagrange E N n (E (N + 1))) := by
        rw [← nodePoly_mul_nodeWeight E hn, inv_mul_cancel_left₀ hP]
      rw [nodeWeight, hs, Finset.prod_insert (by simp)]
      change (E n - E (N + 1))⁻¹ * nodeWeight E N n = _
      rw [hw, ← neg_sub (E (N + 1)) (E n), inv_neg]
      linear_combination (-((nodePoly E N (E (N + 1)))⁻¹ * lagrange E N n (E (N + 1))))
        * inv_mul_cancel₀ (hne n hn)
    -- the interpolation error at the new node
    have hmain := weighted_sum_mul_green hE' hG' (hG (N + 1) le_rfl)
    rw [← ih hE' hG'] at hmain
    rw [greenProd, ← inv_smul_smul₀ hP (greenProd H E N * green H (E (N + 1))), hmain,
      Finset.sum_range_succ _ (N + 1), hlast, smul_sub, Finset.smul_sum, sub_eq_neg_add,
      ← Finset.sum_neg_distrib]
    congr 1
    refine Finset.sum_congr rfl fun n hn => ?_
    rw [hold n hn, neg_smul, smul_smul]
```

Substituting the product for the weighted sum yields the error formula. The energy $z$ may itself be a node.

```lean
/-- For distinct nodes and invertible `H - z`, `H - E_n`, the error of Lagrange interpolation is
`G(z) - ∑ l_n(z) G(E_n) = ∏ (z - E_n) G(E_0) ... G(E_N) G(z)`. -/
theorem green_interpolation_error {H : A} {E : ℕ → ℂ} {N : ℕ} {z : ℂ}
    (hE : ∀ m ≤ N, ∀ n ≤ N, E m = E n → m = n)
    (hG : ∀ n ≤ N, IsUnit (H - algebraMap ℂ A (E n)))
    (hz : IsUnit (H - algebraMap ℂ A z)) :
    green H z - ∑ n ∈ range (N + 1), lagrange E N n z • green H (E n)
      = nodePoly E N z • (greenProd H E N * green H z) := by
  rw [greenProd_eq_sum hE hG, weighted_sum_mul_green hE hG hz]
```

Distinctness matters. Take $H=\mathrm{diag}(1,2)$, $E_0=E_1=0$ and $z=-1$. Then $G(z)$ minus the right-hand side is $\mathrm{diag}(0,\tfrac14)$, which is no multiple of $G(0)=\mathrm{diag}(1,\tfrac12)$. No choice of coefficients repairs the formula; a double node also needs the derivative of $G$.

## Where the error vanishes, and its size on an eigenstate

Every Green function here is invertible, and so is their product. If $1\neq0$ in $A$, the error can therefore vanish only when $P_N(z)=0$, that is, when $z$ is a node.

```lean
/-- In a nontrivial algebra, with distinct nodes and invertible `H - z`, `H - E_n`, the
interpolation is exact at `z` if and only if `z` is one of the nodes. -/
theorem interpolation_exact_iff [Nontrivial A] {H : A} {E : ℕ → ℂ} {N : ℕ} {z : ℂ}
    (hE : ∀ m ≤ N, ∀ n ≤ N, E m = E n → m = n)
    (hG : ∀ n ≤ N, IsUnit (H - algebraMap ℂ A (E n)))
    (hz : IsUnit (H - algebraMap ℂ A z)) :
    green H z = ∑ n ∈ range (N + 1), lagrange E N n z • green H (E n)
      ↔ ∃ n ≤ N, z = E n := by
  have hunit : ∀ w : ℂ, IsUnit (H - algebraMap ℂ A w) → IsUnit (green H w) := by
    rintro w ⟨u, hu⟩
    rw [green, ← hu, Ring.inverse_unit]
    exact u⁻¹.isUnit
  have hprod : ∀ M ≤ N, IsUnit (greenProd H E M) := by
    intro M
    induction M with
    | zero => exact fun h => hunit _ (hG 0 h)
    | succ M ih => exact fun h => (ih (by omega)).mul (hunit _ (hG (M + 1) h))
  rw [← sub_eq_zero, green_interpolation_error hE hG hz]
  constructor
  · intro h
    -- a product of Green functions is invertible, so the scalar factor must vanish
    have hP : nodePoly E N z = 0 := by
      by_contra hc
      have h0 := inv_smul_smul₀ hc (greenProd H E N * green H z)
      rw [h, smul_zero] at h0
      exact ((hprod N le_rfl).mul (hunit z hz)).ne_zero h0.symm
    obtain ⟨n, hn, h0⟩ := Finset.prod_eq_zero_iff.mp hP
    have hn' := Finset.mem_range.mp hn
    exact ⟨n, by omega, sub_eq_zero.mp h0⟩
  · rintro ⟨n, hn, h⟩
    have hP : nodePoly E N z = 0 :=
      Finset.prod_eq_zero (Finset.mem_range.mpr (by omega : n < N + 1)) (sub_eq_zero.mpr h)
    rw [hP, zero_smul]
```

Now let $H$ be a linear operator on a complex vector space $V$ of any dimension, with $Hv=\varepsilon v$. Then $v=G(z)(H-z)v=(\varepsilon-z)\,G(z)v$, so $G(z)v=(\varepsilon-z)^{-1}v$. For $v\ne0$, invertibility of $H-z$ excludes $\varepsilon=z$; Lean treats $v=0$ along the way.

```lean
variable {V : Type*} [AddCommGroup V] [Module ℂ V]

/-- If `H v = ε v` and `H - z` is invertible, then `G(z) v = (ε - z)⁻¹ v`. -/
theorem green_apply {H : Module.End ℂ V} {v : V} {ε z : ℂ} (hv : H v = ε • v)
    (hz : IsUnit (H - algebraMap ℂ (Module.End ℂ V) z)) :
    green H z v = (ε - z)⁻¹ • v := by
  have h1 : green H z * (H - algebraMap ℂ (Module.End ℂ V) z) = 1 :=
    Ring.inverse_mul_cancel _ hz
  have h3 : (H - algebraMap ℂ (Module.End ℂ V) z) v = (ε - z) • v := by
    rw [LinearMap.sub_apply, hv, Module.algebraMap_end_apply, sub_smul]
  have h2 : (ε - z) • green H z v = v := by
    rw [← map_smul, ← h3, ← Module.End.mul_apply, h1, Module.End.one_apply]
  by_cases h : ε - z = 0
  · rw [h, zero_smul] at h2
    rw [← h2, map_zero, smul_zero]
  · calc green H z v = (ε - z)⁻¹ • ((ε - z) • green H z v) := (inv_smul_smul₀ h _).symm
      _ = (ε - z)⁻¹ • v := by rw [h2]
```

Applying the factors of the error formula to $v$ one after another multiplies it by

$$\frac{P_N(z)}{P_N(\varepsilon)\,(\varepsilon-z)}.$$

For this fixed $H$, the modulus of this factor is set by the distances of $z$ and $\varepsilon$ from the nodes and from each other. The induction `hprod` collects the factors $(\varepsilon-E_n)^{-1}$.

```lean
/-- If `H v = ε v`, the nodes are distinct and `H - z`, `H - E_n` are invertible, the
interpolation error acts on `v` as the number `∏ (z - E_n) / (∏ (ε - E_n) (ε - z))`. -/
theorem interpolation_error_apply {H : Module.End ℂ V} {v : V} {ε z : ℂ} {E : ℕ → ℂ} {N : ℕ}
    (hv : H v = ε • v) (hE : ∀ m ≤ N, ∀ n ≤ N, E m = E n → m = n)
    (hG : ∀ n ≤ N, IsUnit (H - algebraMap ℂ (Module.End ℂ V) (E n)))
    (hz : IsUnit (H - algebraMap ℂ (Module.End ℂ V) z)) :
    (green H z - ∑ n ∈ range (N + 1), lagrange E N n z • green H (E n)) v
      = (nodePoly E N z / (nodePoly E N ε * (ε - z))) • v := by
  have hprod : ∀ M ≤ N, greenProd H E M v = (nodePoly E M ε)⁻¹ • v := by
    intro M
    induction M with
    | zero =>
      intro h
      simp only [greenProd, nodePoly, zero_add, Finset.prod_range_one]
      exact green_apply hv (hG 0 h)
    | succ M ih =>
      intro h
      have hs : nodePoly E (M + 1) ε = nodePoly E M ε * (ε - E (M + 1)) :=
        Finset.prod_range_succ _ _
      rw [greenProd, Module.End.mul_apply, green_apply hv (hG (M + 1) h), map_smul,
        ih (by omega), smul_smul, hs, mul_inv, mul_comm]
  rw [green_interpolation_error hE hG hz, LinearMap.smul_apply, Module.End.mul_apply,
    green_apply hv hz, map_smul, hprod N le_rfl, smul_smul, smul_smul]
  congr 1
  rw [div_eq_mul_inv, mul_inv]
  ring

end

end NMTOInterpolation
```

```lean
#print axioms NMTOInterpolation.green_interpolation_error
#print axioms NMTOInterpolation.interpolation_exact_iff
#print axioms NMTOInterpolation.interpolation_error_apply
```

```
'NMTOInterpolation.green_interpolation_error' depends on axioms: [propext, Classical.choice, Quot.sound]
'NMTOInterpolation.interpolation_exact_iff' depends on axioms: [propext, Classical.choice, Quot.sound]
'NMTOInterpolation.interpolation_error_apply' depends on axioms: [propext, Classical.choice, Quot.sound]
```
